# A finite simple graph isospectral to a d-regular graph is d-regular

Q: Show me the mechanism in the smallest case.

A: Two sites, one bond. The adjacency matrix $A$ has levels $\pm1$, so $\operatorname{tr}A^2=2$. This trace is also the sum of the degrees, which is $\mathbf 1\cdot A\mathbf 1$ for the all-ones vector $\mathbf 1$. Hence $\mathbf 1$ has Rayleigh quotient $2/2=1$, the top level. It must then be an eigenvector, $A\mathbf 1=\mathbf 1$, and this says that each site has one neighbour. For the three-site path the quotient is $4/3$, below the top level $\sqrt2$, and the degrees are unequal.

```lean
import Mathlib

open Matrix

namespace IsospectralRegularity

variable {V W : Type*} [Fintype V] [DecidableEq V] [Fintype W] [DecidableEq W]
```

Q: Where is the physics in "isospectral"?

A: In a non-interacting Hückel model with one site energy $\alpha$ and one coupling $\beta\neq0$, the Hamiltonian is $\alpha+\beta A$, with energies $\alpha+\beta t$ for the levels $t$ of $A$. `Isospectral` compares characteristic polynomials of `adjMatrix ℝ`, so multiplicities count. The vertex types `V` and `W` may differ.

```lean
/-- Two finite graphs are isospectral when their adjacency matrices have the same
characteristic polynomial. -/
def Isospectral (G : SimpleGraph V) (H : SimpleGraph W)
    [DecidableRel G.Adj] [DecidableRel H.Adj] : Prop :=
  (G.adjMatrix ℝ).charpoly = (H.adjMatrix ℝ).charpoly
```

Q: A root of a polynomial is not yet an orbital.

A: Each real root comes with at least one: $\det(t-A)=0$ exactly when some $x\ne0$ satisfies $(t-A)x=0$.

```lean
/-- The roots of the characteristic polynomial are the numbers that have a nonzero
eigenvector. -/
theorem isRoot_charpoly_iff (A : Matrix V V ℝ) (t : ℝ) :
    A.charpoly.IsRoot t ↔ ∃ x : V → ℝ, x ≠ 0 ∧ A *ᵥ x = t • x := by
  have key : ∀ x : V → ℝ, (Matrix.scalar V t - A) *ᵥ x = t • x - A *ᵥ x := by
    intro x
    rw [Matrix.sub_mulVec]
    congr 1
    ext i
    simp [Matrix.scalar_apply, Matrix.mulVec_diagonal]
  rw [Polynomial.IsRoot.def, Matrix.eval_charpoly, ← Matrix.exists_mulVec_eq_zero_iff]
  simp only [key, sub_eq_zero]
  constructor
  · rintro ⟨x, hx, h⟩
    exact ⟨x, hx, h.symm⟩
  · rintro ⟨x, hx, h⟩
    exact ⟨x, hx, h.symm⟩
```

Q: And what ties levels to neighbours?

A: Suppose all degrees are at most $d$. Take $Ax=tx$ and a vertex $v$ where $|x_v|$ is largest, hence positive. Then
$$|t||x_v|=\Big|\sum_{u\sim v}x_u\Big|\le\deg(v)\,|x_v|\le d\,|x_v|,$$
so $|t|\le d$. The `calc` block is this chain.

```lean
/-- If no vertex has more than `d` neighbours, every adjacency eigenvalue lies between
`-d` and `d`. -/
theorem abs_eigenvalue_le (G : SimpleGraph V) [DecidableRel G.Adj] {d : ℕ}
    (h : ∀ v, G.degree v ≤ d) {t : ℝ} (ht : (G.adjMatrix ℝ).charpoly.IsRoot t) :
    |t| ≤ d := by
  obtain ⟨x, hx, hAx⟩ := (isRoot_charpoly_iff _ t).1 ht
  obtain ⟨w, hw⟩ := Function.ne_iff.mp hx
  have : Nonempty V := ⟨w⟩
  -- look at the vertex where the eigenvector is largest
  obtain ⟨v, hv⟩ := Finite.exists_max (fun v => |x v|)
  have hpos : 0 < |x v| := (abs_pos.2 hw).trans_le (hv w)
  have h1 := congrFun hAx v
  rw [SimpleGraph.adjMatrix_mulVec_apply, Pi.smul_apply, smul_eq_mul] at h1
  refine le_of_mul_le_mul_right ?_ hpos
  calc |t| * |x v| = |∑ u ∈ G.neighborFinset v, x u| := by rw [h1, abs_mul]
    _ ≤ ∑ u ∈ G.neighborFinset v, |x u| := Finset.abs_sum_le_sum_abs _ _
    _ ≤ ∑ u ∈ G.neighborFinset v, |x v| := Finset.sum_le_sum fun u _ => hv u
    _ = G.degree v * |x v| := by
      rw [Finset.sum_const, nsmul_eq_mul, SimpleGraph.card_neighborFinset_eq_degree]
    _ ≤ d * |x v| := mul_le_mul_of_nonneg_right (by exact_mod_cast h v) hpos.le
```

Q: You also used $\operatorname{tr}A^2$. Does the polynomial $p_A(t)=\det(t-A)$ know it?

A: By hand, it is the sum of the squared levels. The proof avoids listing them. Since $t$ commutes with $A$, $t^2-A^2=-(t-A)(-t-A)$, and for $n$ vertices determinants give
$$p_{A^2}(t^2)=(-1)^n\,p_A(t)\,p_A(-t).$$

```lean
/-- The characteristic polynomial of `A²` at `t²` is, up to the sign `(-1)ⁿ`, the product of
the values of that of `A` at `t` and `-t`. -/
theorem eval_charpoly_sq (A : Matrix V V ℝ) (t : ℝ) :
    (A * A).charpoly.eval (t ^ 2) =
      (-1) ^ Fintype.card V * (A.charpoly.eval t * A.charpoly.eval (-t)) := by
  have hcomm : Matrix.scalar V t * A = A * Matrix.scalar V t := by
    ext i j
    simp [Matrix.scalar_apply, Matrix.diagonal_mul, Matrix.mul_diagonal, mul_comm]
  have hfac : Matrix.scalar V (t ^ 2) - A * A =
      -((Matrix.scalar V t - A) * (Matrix.scalar V (-t) - A)) := by
    rw [map_pow, map_neg]
    linear_combination (norm := noncomm_ring) -hcomm
  rw [Matrix.eval_charpoly, Matrix.eval_charpoly, Matrix.eval_charpoly, hfac,
    Matrix.det_neg, Matrix.det_mul]
```

A: If $p_A=p_B$, the sizes agree, being the degrees of the polynomials. Then $p_{A^2}$ and $p_{B^2}$ agree at every $s=t^2\ge0$. These are infinitely many points, so the polynomials are equal. For $n\ge1$ the trace is minus the coefficient of $s^{n-1}$; for $n=0$ both traces vanish.

```lean
/-- Matrices with the same characteristic polynomial have the same second spectral moment
`tr A²`. -/
theorem trace_sq_eq (A : Matrix V V ℝ) (B : Matrix W W ℝ) (h : A.charpoly = B.charpoly) :
    (A * A).trace = (B * B).trace := by
  have hc : Fintype.card V = Fintype.card W := by
    rw [← A.charpoly_natDegree_eq_dim, h, B.charpoly_natDegree_eq_dim]
  -- the polynomials of the squares agree at every nonnegative number
  have hp : (A * A).charpoly = (B * B).charpoly := by
    refine Polynomial.eq_of_infinite_eval_eq _ _
      ((Set.Ici_infinite (0 : ℝ)).mono fun s hs => ?_)
    change (A * A).charpoly.eval s = (B * B).charpoly.eval s
    rw [← Real.sq_sqrt (Set.mem_Ici.mp hs), eval_charpoly_sq, eval_charpoly_sq, h, hc]
  rcases isEmpty_or_nonempty V with hV | hV
  · have : IsEmpty W := Fintype.card_eq_zero_iff.mp (hc ▸ Fintype.card_eq_zero)
    simp [Matrix.trace]
  · have : Nonempty W := Fintype.card_pos_iff.mp (hc ▸ Fintype.card_pos)
    rw [Matrix.trace_eq_neg_charpoly_coeff, Matrix.trace_eq_neg_charpoly_coeff, hp, hc]
```

Q: Why must a vector that reaches the bound be an eigenvector?

A: Let $A$ be real symmetric with no level above $c$. An eigenvalue $m$ of $M=c-A$ gives the level $c-m\le c$ of $A$, so $m\ge0$. Expand $x=\sum_i a_iv_i$ in orthonormal eigenvectors of $M$, with eigenvalues $m_i$:
$$c\,x\cdot x-x\cdot Ax=x\cdot Mx=\sum_i m_ia_i^2\ge0.$$
Equality forces $a_i=0$ wherever $m_i>0$, so $Mx=0$ and $Ax=cx$. The converse is immediate. Lean takes the equality case from `PosSemidef`.

```lean
/-- Rayleigh bound with its equality case: if no eigenvalue of a real symmetric matrix exceeds
`c`, then `x·Ax ≤ c x·x`, with equality exactly when `Ax = cx`. -/
theorem rayleigh_bound (A : Matrix V V ℝ) (hA : A.IsHermitian) (c : ℝ)
    (hc : ∀ t, A.charpoly.IsRoot t → t ≤ c) (x : V → ℝ) :
    x ⬝ᵥ A *ᵥ x ≤ c * (x ⬝ᵥ x) ∧
      (x ⬝ᵥ A *ᵥ x = c * (x ⬝ᵥ x) ↔ A *ᵥ x = c • x) := by
  have hmul : ∀ y : V → ℝ, (c • (1 : Matrix V V ℝ) - A) *ᵥ y = c • y - A *ᵥ y := by
    intro y
    rw [Matrix.sub_mulVec, Matrix.smul_mulVec, Matrix.one_mulVec]
  have hM : (c • (1 : Matrix V V ℝ) - A).IsHermitian := by
    rw [Matrix.IsHermitian, Matrix.conjTranspose_sub, Matrix.conjTranspose_smul,
      Matrix.conjTranspose_one, hA.eq, star_trivial]
  -- an eigenvalue m of c - A gives the eigenvalue c - m of A, so m is nonnegative
  have hP : (c • (1 : Matrix V V ℝ) - A).PosSemidef := by
    rw [hM.posSemidef_iff_eigenvalues_nonneg]
    intro i
    have hv := hM.mulVec_eigenvectorBasis i
    rw [hmul] at hv
    have hroot : A.charpoly.IsRoot (c - hM.eigenvalues i) := by
      refine (isRoot_charpoly_iff _ _).2 ⟨(hM.eigenvectorBasis i).ofLp, ?_, ?_⟩
      · intro h0
        apply hM.eigenvectorBasis.orthonormal.ne_zero i
        ext j
        exact congrFun h0 j
      · linear_combination (norm := module) -hv
    have := hc _ hroot
    simp only [Pi.zero_apply]
    linarith
  have hq : x ⬝ᵥ (c • (1 : Matrix V V ℝ) - A) *ᵥ x = c * (x ⬝ᵥ x) - x ⬝ᵥ A *ᵥ x := by
    rw [hmul, dotProduct_sub, dotProduct_smul, smul_eq_mul]
  have h0 := hP.dotProduct_mulVec_nonneg x
  rw [star_trivial, hq] at h0
  refine ⟨by linarith, fun h => ?_, fun h => ?_⟩
  · have h1 := (hP.dotProduct_mulVec_zero_iff x).1 (by rw [star_trivial, hq, h, sub_self])
    rw [hmul, sub_eq_zero] at h1
    exact h1.symm
  · rw [h, dotProduct_smul, smul_eq_mul]
```

Q: Now put it together.

A: `IsRegularOfDegree d` says that every vertex has degree $d$. If so, no level exceeds $d$, and $\operatorname{tr}A^2=\sum_v\deg v=dn$. Conversely, given those two conditions,
$$\mathbf 1\cdot A\mathbf 1=\sum_v\deg v=\operatorname{tr}A^2=dn=d\,\mathbf 1\cdot\mathbf 1,$$
so $A\mathbf 1=d\mathbf 1$, and component $v$ reads $\deg v=d$.

```lean
/-- Spectral criterion for regularity: a graph on `n` vertices is `d`-regular exactly when no
adjacency eigenvalue exceeds `d` and `tr A² = d n`. -/
theorem regular_iff_spectrum (G : SimpleGraph V) [DecidableRel G.Adj] (d : ℕ) :
    G.IsRegularOfDegree d ↔
      (∀ t, (G.adjMatrix ℝ).charpoly.IsRoot t → t ≤ d) ∧
        (G.adjMatrix ℝ * G.adjMatrix ℝ).trace = d * Fintype.card V := by
  have htr : (G.adjMatrix ℝ * G.adjMatrix ℝ).trace = ∑ v, (G.degree v : ℝ) := by
    simp only [Matrix.trace, Matrix.diag_apply, SimpleGraph.adjMatrix_mul_self_apply_self]
  constructor
  · intro h
    have hd : ∀ v, G.degree v = d := h
    refine ⟨fun t ht => (le_abs_self t).trans (abs_eigenvalue_le G (fun v => (hd v).le) ht), ?_⟩
    rw [htr]
    simp only [hd, Finset.sum_const, Finset.card_univ, nsmul_eq_mul]
    ring
  · rintro ⟨hr, ht⟩ v
    have hone : ∀ u, (G.adjMatrix ℝ *ᵥ fun _ => (1 : ℝ)) u = G.degree u := by
      intro u
      simp [SimpleGraph.adjMatrix_mulVec_apply]
    have hA : (G.adjMatrix ℝ).IsHermitian := by
      simp [Matrix.IsHermitian, Matrix.conjTranspose_eq_transpose_of_trivial]
    -- the all-ones vector attains the Rayleigh bound, so it is an eigenvector
    have heig := (rayleigh_bound _ hA d hr (fun _ => 1)).2.1 (by
      simp only [dotProduct, hone, one_mul, mul_one]
      rw [← htr, ht]
      simp)
    have h2 := congrFun heig v
    simp only [hone, Pi.smul_apply, smul_eq_mul, mul_one] at h2
    exact_mod_cast h2
```

A: Both conditions depend only on the characteristic polynomial, so they pass from $H$ to $G$. A graph with no vertices is $d$-regular for every $d$, vacuously.

```lean
/-- Regularity is spectrally determined: a graph isospectral to a `d`-regular graph is itself
`d`-regular. -/
theorem regular_of_isospectral (G : SimpleGraph V) (H : SimpleGraph W)
    [DecidableRel G.Adj] [DecidableRel H.Adj] {d : ℕ}
    (hGH : Isospectral G H) (hH : H.IsRegularOfDegree d) : G.IsRegularOfDegree d := by
  unfold Isospectral at hGH
  have hc : Fintype.card V = Fintype.card W := by
    rw [← (G.adjMatrix ℝ).charpoly_natDegree_eq_dim, hGH,
      (H.adjMatrix ℝ).charpoly_natDegree_eq_dim]
  rw [regular_iff_spectrum] at hH ⊢
  rw [hGH, trace_sq_eq _ _ hGH, hc]
  exact hH
```

Q: How would this look in a calculation?

A: Convert the energies to $t_i=(E_i-\alpha)/\beta$, then compare $\max_i t_i$ with $\frac1n\sum_i t_i^2$, the mean degree. For $n\ge1$ they coincide exactly when the graph is regular; in floating point, use a tolerance. If you already have $A$, its row sums are quicker.

Q: Then does the spectrum give all the degrees?

A: No. Compare a five-vertex star with a square plus an isolated vertex. `fromRel` makes each relation symmetric and removes loops.

```lean
/-- The star on five vertices, with centre `0`. -/
def fiveStar : SimpleGraph (Fin 5) := SimpleGraph.fromRel fun i _ => i = 0

/-- The square `0-1-2-3` together with the isolated vertex `4`. -/
def squareAndPoint : SimpleGraph (Fin 5) :=
  SimpleGraph.fromRel fun i j => (i = 0 ∨ i = 2) ∧ (j = 1 ∨ j = 3)

instance : DecidableRel fiveStar.Adj := fun i j =>
  inferInstanceAs (Decidable (i ≠ j ∧ (i = 0 ∨ j = 0)))

instance : DecidableRel squareAndPoint.Adj := fun i j =>
  inferInstanceAs (Decidable (i ≠ j ∧
    (((i = 0 ∨ i = 2) ∧ (j = 1 ∨ j = 3)) ∨ ((j = 0 ∨ j = 2) ∧ (i = 1 ∨ i = 3)))))
```

A: Both have levels $2,0,0,0,-2$, but the star has a vertex of degree 4 and the other graph has no degree above 2. The proof writes the adjacency matrices as $XY$ and $YX$, which share a characteristic polynomial, and checks the products entry by entry with `fin_cases`.

```lean
/-- The five-vertex star and the square with an isolated vertex are isospectral, yet the first
has a vertex of degree four and the second has no degree above two. -/
theorem degrees_not_determined :
    Isospectral fiveStar squareAndPoint ∧ fiveStar.degree 0 = 4 ∧
      ∀ v, squareAndPoint.degree v ≤ 2 := by
  refine ⟨?_, by decide, by decide⟩
  -- the two adjacency matrices are X * Y and Y * X
  let X : Matrix (Fin 5) (Fin 5) ℝ :=
    !![0, 1, 0, 1, 0; 1/2, 0, 1/2, 0, 0; 1/2, 0, 1/2, 0, 0; 1/2, 0, 1/2, 0, 0;
       1/2, 0, 1/2, 0, 0]
  let Y : Matrix (Fin 5) (Fin 5) ℝ :=
    !![1, 0, 0, 0, 0; 0, 1/2, 1/2, 1/2, 1/2; 1, 0, 0, 0, 0; 0, 1/2, 1/2, 1/2, 1/2;
       0, 0, 0, 0, 0]
  have hs : ∀ i j, fiveStar.Adj i j ↔ i ≠ j ∧ (i = 0 ∨ j = 0) := fun _ _ => Iff.rfl
  have hq : ∀ i j, squareAndPoint.Adj i j ↔ i ≠ j ∧
      (((i = 0 ∨ i = 2) ∧ (j = 1 ∨ j = 3)) ∨ ((j = 0 ∨ j = 2) ∧ (i = 1 ∨ i = 3))) :=
    fun _ _ => Iff.rfl
  have h1 : fiveStar.adjMatrix ℝ = X * Y := by
    ext i j
    fin_cases i <;> fin_cases j <;>
      simp [X, Y, hs, SimpleGraph.adjMatrix_apply, Matrix.mul_apply,
        Fin.sum_univ_succ] <;> norm_num
  have h2 : squareAndPoint.adjMatrix ℝ = Y * X := by
    ext i j
    fin_cases i <;> fin_cases j <;>
      simp [X, Y, hq, SimpleGraph.adjMatrix_apply, Matrix.mul_apply,
        Fin.sum_univ_succ] <;> norm_num
  unfold Isospectral
  rw [h1, h2, Matrix.charpoly_mul_comm]

end IsospectralRegularity
```

```lean
#print axioms IsospectralRegularity.regular_of_isospectral
#print axioms IsospectralRegularity.degrees_not_determined
```

```
'IsospectralRegularity.regular_of_isospectral' depends on axioms: [propext, Classical.choice, Quot.sound]
'IsospectralRegularity.degrees_not_determined' depends on axioms: [propext, Classical.choice, Quot.sound]
```

Q: So what may I conclude about a molecule?

A: Within this one-$\alpha$, one-$\beta$ model of a finite system, with $\alpha$ and $\beta$ known, the spectrum reveals whether all sites have the same number of neighbours, and what that number is. If $\beta$ is unknown, the energies may not settle it: the four-site star has levels $\sqrt3,0,0,-\sqrt3$ and the square has $2,0,0,-2$, which differ only in scale. The theorem does not identify the graph, and it does not cover unequal couplings or site energies.
